# The axial field of two equal coaxial loops with equal parallel currents rises off the midplane exactly when each loop lies more than half a radius from it

Q: "The field strengthens on leaving the midplane" could mean that its curvature at the plane is positive, or that the field really rises. Which does the formal statement choose?

A: The second: the field must be strictly increasing on some interval $[0,\delta]$ with $\delta>0$, where $z$ is the height above the midplane. Curvature gets a separate theorem. Both lead to the condition $h>a/2$, where $a>0$ is the radius of the loops and $\pm h$ are their heights, with $h\ge 0$. Both loops carry the same current in the same sense, counted so that the field on the axis is positive.

```lean
import Mathlib

open Matrix Set
open scoped Real

namespace CoaxialLoopScan

noncomputable section
```

Q: And the field? If the familiar inverse-cube profile is simply written down, the physics has been assumed.

A: The starting point is the Biot–Savart law. A current element at angle $\varphi$ has tangent $\mathbf t=(-a\sin\varphi,\,a\cos\varphi,\,0)$.

```lean
/-- Tangent vector of a circular loop of radius `a` about the z axis, at angle `φ`. -/
def loopTangent (a φ : ℝ) : Fin 3 → ℝ := ![-(a * Real.sin φ), a * Real.cos φ, 0]
```

For a loop at height $h$, the vector from that element to the axial point at height $z$ is $\mathbf r=(-a\cos\varphi,\,-a\sin\varphi,\,z-h)$.

```lean
/-- Vector from the element at angle `φ` of a loop at height `h` to the axial point at
height `z`. -/
def separation (a h z φ : ℝ) : Fin 3 → ℝ :=
  ![-(a * Real.cos φ), -(a * Real.sin φ), z - h]
```

The axial field of one loop is then

$$B_h(z)=k\int_0^{2\pi}\frac{(\mathbf t\times\mathbf r)_z}{|\mathbf r|^3}\,d\varphi,\qquad k=\frac{\mu_0 I}{4\pi},$$

with $I$ the current. Lean counts vector components from 0, so the index `2` picks out the $z$ component, and `⬝ᵥ` is the dot product that gives $|\mathbf r|^2$.

```lean
/-- Axial Biot-Savart field at height `z` on the axis of a loop of radius `a > 0` at height `h`;
`k` stands for `μ₀ I / 4π`. -/
def loopField (k a h z : ℝ) : ℝ :=
  k * ∫ φ in (0 : ℝ)..(2 * π), (loopTangent a φ ⨯₃ separation a h z φ) 2 *
    (separation a h z φ ⬝ᵥ separation a h z φ) ^ (-(3 / 2) : ℝ)
```

The pair carries the same current in the same sense, so its field is $B(z)=B_h(z)+B_{-h}(z)$.

```lean
/-- Axial field of two equal coaxial loops of radius `a > 0` at heights `h` and `-h`. -/
def pairField (k a h z : ℝ) : ℝ := loopField k a h z + loopField k a (-h) z
```

Q: What does this have to do with a NICS scan?

A: A NICS (nucleus-independent chemical shift) scan of the kind meant here follows the shielding at probe points along the ring axis. With the applied field along that axis, the axial component of the shielding is proportional to the induced axial field, which here comes from two prescribed thin loops, one on each side of the ring plane, so that the ring plane is the midplane. The currents are not computed from a wavefunction, and other contributions to the shielding are left out. The theorems on curvature, fall and rise take $k>0$, which fixes the sense of the current. A diamagnetic ring current reverses the sign of $B$, so "strengthens" then refers to its magnitude.

Q: Then show me the slope you expect.

A: It is

$$S(z)=-6\pi k a^2\left[\frac{z-h}{(a^2+(z-h)^2)^{5/2}}+\frac{z+h}{(a^2+(z+h)^2)^{5/2}}\right].$$

At this point it is only a definition; that it is the derivative of $B$ is proved below.

```lean
/-- Closed expression for the slope of the pair field along the axis, for `a > 0`. -/
def pairSlope (k a h z : ℝ) : ℝ :=
  -(6 * π * k * a ^ 2) * ((z - h) * (a ^ 2 + (z - h) ^ 2) ^ (-(5 / 2) : ℝ) +
    (z + h) * (a ^ 2 + (z + h) ^ 2) ^ (-(5 / 2) : ℝ))
```

Q: Go back to the integral first.

A: On the axis, $(\mathbf t\times\mathbf r)_z=a^2\sin^2\varphi+a^2\cos^2\varphi=a^2$ and $|\mathbf r|^2=a^2+(z-h)^2$. The integrand is constant, so the integral multiplies it by $2\pi$:

$$B_h(z)=2\pi k a^2\,(a^2+(z-h)^2)^{-3/2}.$$

In the proof, `h1` and `h2` are these two identities.

```lean
/-- The Biot-Savart integral of one loop, evaluated on its axis. -/
theorem loopField_eq (k a h z : ℝ) :
    loopField k a h z = 2 * π * k * a ^ 2 * (a ^ 2 + (z - h) ^ 2) ^ (-(3 / 2) : ℝ) := by
  have h1 (φ : ℝ) : separation a h z φ ⬝ᵥ separation a h z φ = a ^ 2 + (z - h) ^ 2 := by
    simp [separation, dotProduct, Fin.sum_univ_three]
    linear_combination a ^ 2 * Real.sin_sq_add_cos_sq φ
  have h2 (φ : ℝ) : (loopTangent a φ ⨯₃ separation a h z φ) 2 = a ^ 2 := by
    simp [loopTangent, separation, cross_apply]
    linear_combination a ^ 2 * Real.sin_sq_add_cos_sq φ
  -- every element of the loop contributes equally
  simp only [loopField, h1, h2, intervalIntegral.integral_const, smul_eq_mul]
  ring
```

Adding the loop at $-h$ gives the sum of two profiles.

```lean
/-- The field of the pair is proportional to the sum of the two inverse-cube profiles. -/
theorem pairField_eq (k a h z : ℝ) :
    pairField k a h z = 2 * π * k * a ^ 2 * ((a ^ 2 + (z - h) ^ 2) ^ (-(3 / 2) : ℝ) +
      (a ^ 2 + (z + h) ^ 2) ^ (-(3 / 2) : ℝ)) := by
  rw [pairField, loopField_eq, loopField_eq, sub_neg_eq_add]
  ring
```

Replacing $z$ by $-z$ exchanges the two terms, so the field below the plane is the mirror image of the field above it.

```lean
/-- The field of the pair is the same above and below the midplane. -/
theorem pairField_neg (k a h z : ℝ) : pairField k a h (-z) = pairField k a h z := by
  rw [pairField_eq, pairField_eq, show (-z - h) ^ 2 = (z + h) ^ 2 by ring,
    show (-z + h) ^ 2 = (z - h) ^ 2 by ring]
  ring
```

Q: Now differentiate.

A: For any height $c$ and exponent $p$, the chain rule gives

$$\frac{d}{dz}(a^2+(z-c)^2)^p=2p(z-c)(a^2+(z-c)^2)^{p-1}.$$

The base is positive because $a>0$.

```lean
/-- Derivative along the axis of a power of the squared distance to a loop of radius `a > 0`
at height `c`. -/
theorem hasDerivAt_profile {a : ℝ} (ha : 0 < a) (c z p : ℝ) :
    HasDerivAt (fun y : ℝ => (a ^ 2 + (y - c) ^ 2) ^ p)
      (2 * p * (z - c) * (a ^ 2 + (z - c) ^ 2) ^ (p - 1)) z := by
  have h1 : HasDerivAt (fun y : ℝ => a ^ 2 + (y - c) ^ 2) (2 * (z - c)) z :=
    ((((hasDerivAt_id' z).sub_const c).fun_pow 2).const_add (a ^ 2)).congr_deriv (by norm_num)
  have hne : a ^ 2 + (z - c) ^ 2 ≠ 0 := by positivity
  exact (h1.rpow_const (p := p) (Or.inl hne)).congr_deriv (by ring)
```

With $p=-3/2$ and $c=\pm h$, the sum is $S(z)$, so $B'=S$.

```lean
/-- For loops of radius `a > 0`, `pairSlope` is the derivative of the pair field along the axis. -/
theorem hasDerivAt_pairField {a : ℝ} (ha : 0 < a) (k h z : ℝ) :
    HasDerivAt (pairField k a h) (pairSlope k a h z) z := by
  have h1 := hasDerivAt_profile ha h z (-(3 / 2))
  have h2 := hasDerivAt_profile ha (-h) z (-(3 / 2))
  have e : (-(3 / 2) : ℝ) - 1 = -(5 / 2) := by norm_num
  rw [e] at h1 h2
  simp only [sub_neg_eq_add] at h2
  rw [show pairField k a h = _ from funext (pairField_eq k a h)]
  exact ((h1.fun_add h2).const_mul (2 * π * k * a ^ 2)).congr_deriv (by unfold pairSlope; ring)
```

For the second derivative, write $X=a^2+h^2$. At $z=0$ each of the two terms in the bracket of $S$ has derivative

$$X^{-5/2}-5h^2X^{-7/2}=(a^2-4h^2)X^{-7/2},$$

and therefore

$$B''(0)=12\pi k a^2\,(4h^2-a^2)\,(a^2+h^2)^{-7/2}.$$

The step called `five` in the proof rewrites $X^{-5/2}$ as $X\cdot X^{-7/2}$.

```lean
/-- For loops of radius `a > 0`, the derivative of `pairSlope` at the midplane is
`12πka² (a² + h²)^(-7/2) (4h² - a²)`. -/
theorem hasDerivAt_pairSlope {a : ℝ} (ha : 0 < a) (k h : ℝ) :
    HasDerivAt (pairSlope k a h)
      (12 * π * k * a ^ 2 * (a ^ 2 + h ^ 2) ^ (-(7 / 2) : ℝ) * (4 * h ^ 2 - a ^ 2)) 0 := by
  have p1 := hasDerivAt_profile ha h 0 (-(5 / 2))
  have p2 := hasDerivAt_profile ha (-h) 0 (-(5 / 2))
  simp only [sub_neg_eq_add] at p2
  have h1 := ((hasDerivAt_id' (0 : ℝ)).sub_const h).fun_mul p1
  have h2 := ((hasDerivAt_id' (0 : ℝ)).add_const h).fun_mul p2
  have h3 : HasDerivAt (pairSlope k a h) _ 0 :=
    (h1.fun_add h2).const_mul (-(6 * π * k * a ^ 2))
  refine h3.congr_deriv ?_
  have e : (-(5 / 2) : ℝ) - 1 = -(7 / 2) := by norm_num
  have hX : 0 < a ^ 2 + h ^ 2 := by positivity
  -- bring both powers to the exponent -7/2
  have five : (a ^ 2 + h ^ 2) ^ (-(5 / 2) : ℝ) =
      (a ^ 2 + h ^ 2) * (a ^ 2 + h ^ 2) ^ (-(7 / 2) : ℝ) := by
    have := Real.rpow_add hX 1 (-(7 / 2))
    rw [Real.rpow_one] at this
    rw [← this]
    congr 1
    norm_num
  simp only [zero_sub, zero_add, neg_sq, e, five]
  ring
```

Every factor except $4h^2-a^2$ is positive, so the sign of the curvature is the sign of that factor. In the statement, `deriv (deriv (pairField k a h)) 0` is $B''(0)$.

```lean
/-- For `k > 0`, `a > 0` and `h ≥ 0`, the second derivative of the field at the midplane is
positive exactly when `h > a/2`. -/
theorem curvature_pos_iff {k a h : ℝ} (hk : 0 < k) (ha : 0 < a) (hh : 0 ≤ h) :
    0 < deriv (deriv (pairField k a h)) 0 ↔ a / 2 < h := by
  have hd : deriv (pairField k a h) = pairSlope k a h :=
    funext fun z => (hasDerivAt_pairField ha k h z).deriv
  rw [hd, (hasDerivAt_pairSlope ha k h).deriv, mul_pos_iff_of_pos_left (by positivity)]
  constructor
  · intro H
    by_contra hc
    nlinarith [not_lt.mp hc]
  · intro H
    nlinarith
```

Q: That looks like the whole result. Why go on?

A: Because of $h=a/2$, the Helmholtz spacing. There $B''(0)=0$, and a vanishing second derivative does not say whether the field rises or falls. The fourth derivative would settle this case near the plane. Examining the slope at every $z>0$ gives more: for $h\le a/2$ the field falls along the whole half-axis.

Q: Between the loops the two contributions to the slope oppose each other. Which one wins?

A: For $0<z<h$, let $u=h-z$ and $v=h+z$ be the distances along the axis to the nearer and the farther loop. The slope is negative if

$$\frac{u}{(a^2+u^2)^{5/2}}<\frac{v}{(a^2+v^2)^{5/2}}.$$

When $h\le a/2$ we have $u+v=2h\le a$, and this is enough. Put $A=a^2$, square both sides and clear denominators. The claim becomes $u^2(A+v^2)^5<v^2(A+u^2)^5$. With $p=uv$ and $s=u^2+v^2$, the right side minus the left side is

$$(v^2-u^2)\left[A^5-p^2\,G(s)\right],$$

$$G(s)=10A^3+10A^2s+5A(s^2-p^2)+s(s^2-2p^2).$$

Since $(u-v)^2\ge 0$ and $(u+v)^2\le A$, we have $2p\le s\le A-2p$. On that range $G$ increases with $s$, so the square bracket is smallest at $s=A-2p$, where it equals

$$(A-4p)\left[A^4+A^2p(4A-10p)+p^3(6A-p)\right].$$

Because $u<v$, we also have $4p<(u+v)^2\le A$. Both factors are then positive, and the inequality follows.

In the Lean proof, `key` is the positivity of the square bracket, with `hfac` for the comparison in $s$ and `hq` for the factorised endpoint. `hpoly` is the polynomial inequality, and `hsq` connects it to the squared powers.

```lean
/-- If `0 ≤ u < v` and `(u + v)² ≤ A`, then `u (A + u²)^(-5/2) < v (A + v²)^(-5/2)`. With `A` the
squared loop radius, these are the sizes of the slopes due to loops at axial distances `u` and `v`,
up to a common factor. -/
theorem pull_lt {A u v : ℝ} (hu : 0 ≤ u) (huv : u < v) (hs : (u + v) ^ 2 ≤ A) :
    u * (A + u ^ 2) ^ (-(5 / 2) : ℝ) < v * (A + v ^ 2) ^ (-(5 / 2) : ℝ) := by
  have hv : 0 < v := hu.trans_lt huv
  have hA : 0 < A := lt_of_lt_of_le (by positivity) hs
  have key : ∀ p s : ℝ, 0 ≤ p → 2 * p ≤ s → s ≤ A - 2 * p → 4 * p < A →
      0 < A ^ 5 - p ^ 2 * (10 * A ^ 3 + 10 * A ^ 2 * s + 5 * A * (s ^ 2 - p ^ 2) +
        s * (s ^ 2 - 2 * p ^ 2)) := by
    intro p s hp hps hsA h4
    have hs0 : 0 ≤ s := by linarith
    have hS : 0 ≤ A - 2 * p := by linarith
    have b1 : 0 ≤ s ^ 2 - 2 * p ^ 2 := by nlinarith
    have b2 : 0 ≤ 5 * A * (A - 2 * p + s) := mul_nonneg (by positivity) (by linarith)
    have b3 : 0 ≤ (A - 2 * p) * s := mul_nonneg hS hs0
    -- the subtracted term is largest at s = A - 2p, where the whole difference factorises
    have hfac : 0 ≤ (A - 2 * p - s) * (10 * A ^ 2 + 5 * A * (A - 2 * p + s) +
        (A - 2 * p) ^ 2 + (A - 2 * p) * s + (s ^ 2 - 2 * p ^ 2)) :=
      mul_nonneg (by linarith) (by linarith [sq_nonneg A, sq_nonneg (A - 2 * p)])
    have t1 : 0 ≤ A ^ 2 * p * (4 * A - 10 * p) := mul_nonneg (by positivity) (by linarith)
    have t2 : 0 ≤ p ^ 3 * (6 * A - p) := mul_nonneg (by positivity) (by linarith)
    have t3 : 0 < A ^ 4 := by positivity
    have hq : 0 < (A - 4 * p) *
        (A ^ 4 + A ^ 2 * p * (4 * A - 10 * p) + p ^ 3 * (6 * A - p)) :=
      mul_pos (by linarith) (by linarith)
    linarith [mul_nonneg (sq_nonneg p) hfac]
  have hpoly : u ^ 2 * (A + v ^ 2) ^ 5 < v ^ 2 * (A + u ^ 2) ^ 5 := by
    have hd : 0 < (v - u) ^ 2 := pow_pos (sub_pos.mpr huv) 2
    have hk := key (u * v) (u ^ 2 + v ^ 2) (by positivity) (by linarith) (by linarith)
      (by linarith)
    have hw : 0 < v ^ 2 - u ^ 2 := by nlinarith
    linarith [mul_pos hw hk]
  have hsq : ∀ x : ℝ, 0 < x → (x ^ (-(5 / 2) : ℝ)) ^ 2 = (x ^ 5)⁻¹ := by
    intro x hx
    rw [← Real.rpow_natCast (x ^ (-(5 / 2) : ℝ)) 2, ← Real.rpow_mul hx.le,
      ← Real.rpow_natCast x 5, ← Real.rpow_neg hx.le]
    congr 1
    norm_num
  -- compare the squares of the two sides
  refine lt_of_pow_lt_pow_left₀ 2 (by positivity) ?_
  rw [mul_pow, mul_pow, hsq _ (by positivity), hsq _ (by positivity), ← div_eq_mul_inv,
    ← div_eq_mul_inv, div_lt_div_iff₀ (by positivity) (by positivity)]
  exact hpoly
```

Q: And above the upper loop?

A: For $z\ge h$ and $z>0$, the first term in the bracket of $S$ is non-negative and the second is positive, so $S(z)<0$ at once. The proof splits into these two cases and applies `pull_lt` between the loops. A negative derivative throughout $z>0$ makes $B$ strictly decreasing on the closed half-axis, written `StrictAntiOn (pairField k a h) (Ici 0)`.

```lean
/-- For `k > 0`, `a > 0` and `0 ≤ h ≤ a/2`, the field falls strictly along the whole half-axis
above the midplane. -/
theorem pairField_strictAntiOn {k a h : ℝ} (hk : 0 < k) (ha : 0 < a) (hh : 0 ≤ h)
    (hle : h ≤ a / 2) : StrictAntiOn (pairField k a h) (Ici 0) := by
  refine strictAntiOn_of_deriv_neg (convex_Ici 0)
    (fun z _ => (hasDerivAt_pairField ha k h z).continuousAt.continuousWithinAt) ?_
  intro z hz
  rw [interior_Ici] at hz
  have hz0 : 0 < z := hz
  rw [(hasDerivAt_pairField ha k h z).deriv, pairSlope]
  refine mul_neg_of_neg_of_pos (neg_lt_zero.mpr (by positivity)) ?_
  rcases le_or_gt h z with hc | hc
  · -- level with the upper loop or above it, neither term of the sum is negative
    have h1 : 0 ≤ z - h := sub_nonneg.mpr hc
    exact add_pos_of_nonneg_of_pos (mul_nonneg h1 (by positivity)) (by positivity)
  · -- between the loops the farther one wins
    have := pull_lt (A := a ^ 2) (u := h - z) (v := z + h) (by linarith) (by linarith)
      (by nlinarith)
    rw [show (h - z) ^ 2 = (z - h) ^ 2 by ring] at this
    linarith
```

Q: What does that say if the loops merge?

A: At $h=0$ they form a single ring with twice the current, and $B(z)=4\pi k a^2(a^2+z^2)^{-3/2}$. This plainly falls away from the plane, and the curvature formula gives $B''(0)=-12\pi k/a^3$.

Q: There remains the rise for $h>a/2$.

A: Here $S(0)=0$ and $S'(0)=B''(0)>0$. The quotient $S(z)/z$ tends to $S'(0)$ as $z\to0$, so it is positive for $0<z<\varepsilon$ with some $\varepsilon>0$, and $S(z)$ is positive there too. Hence $B$ increases strictly on $[0,\varepsilon/2]$. In the proof, `hev` is the statement about the quotient, and `strictMonoOn_of_deriv_pos` turns the positive slope into growth.

Conversely, suppose $B$ increases on some $[0,\delta]$ although $h\le a/2$. Then $B(0)<B(\delta)$, while the previous theorem gives $B(\delta)<B(0)$, a contradiction.

```lean
/-- For `k > 0`, `a > 0` and `h ≥ 0`, the field of the two loops strengthens on leaving the
midplane exactly when `h > a/2`. -/
theorem scan_strengthens_iff {k a h : ℝ} (hk : 0 < k) (ha : 0 < a) (hh : 0 ≤ h) :
    (∃ δ > 0, StrictMonoOn (pairField k a h) (Icc 0 δ)) ↔ a / 2 < h := by
  constructor
  · rintro ⟨δ, hδ, hmono⟩
    by_contra hc
    have h1 := hmono (left_mem_Icc.mpr hδ.le) (right_mem_Icc.mpr hδ.le) hδ
    have h2 := pairField_strictAntiOn hk ha hh (not_lt.mp hc)
      (mem_Ici.mpr le_rfl) (mem_Ici.mpr hδ.le) hδ
    exact lt_asymm h1 h2
  · intro H
    have hpos : 0 < 12 * π * k * a ^ 2 * (a ^ 2 + h ^ 2) ^ (-(7 / 2) : ℝ) *
        (4 * h ^ 2 - a ^ 2) := mul_pos (by positivity) (by nlinarith)
    have h0 : pairSlope k a h 0 = 0 := by
      simp only [pairSlope, zero_sub, zero_add, neg_sq]
      ring
    -- the slope starts at zero and grows, so it is positive just above the plane
    have hev := (hasDerivAt_iff_tendsto_slope.mp (hasDerivAt_pairSlope ha k h)).eventually
      (lt_mem_nhds hpos)
    rw [eventually_nhdsWithin_iff, Metric.eventually_nhds_iff] at hev
    obtain ⟨ε, hε, hball⟩ := hev
    refine ⟨ε / 2, by positivity, strictMonoOn_of_deriv_pos (convex_Icc 0 (ε / 2))
      (fun z _ => (hasDerivAt_pairField ha k h z).continuousAt.continuousWithinAt) ?_⟩
    intro z hz
    rw [interior_Icc] at hz
    have hz0 : 0 < z := hz.1
    have hz1 : z < ε / 2 := hz.2
    have hs := hball (y := z) (by rw [Real.dist_eq, sub_zero, abs_of_pos hz0]; linarith)
      (by simpa using hz0.ne')
    rw [slope_def_field, h0, sub_zero, sub_zero] at hs
    rw [(hasDerivAt_pairField ha k h z).deriv]
    exact (div_pos_iff_of_pos_right hz0).mp hs

end

end CoaxialLoopScan
```

Q: So, read in words?

A: For positive $k$ and $a$ and non-negative $h$, there is a $\delta>0$ such that the axial field is strictly increasing on $[0,\delta]$ if and only if $a/2<h$. The theorem does not say how far the rise extends or where the maximum lies.

Q: What should I take from it when I look at a computed scan?

A: Within this model of two equal thin loops, a scan that is strongest in the ring plane does not rule out currents flowing above and below it: they may simply lie no more than half a radius away.

```lean
#print axioms CoaxialLoopScan.pairField_neg
#print axioms CoaxialLoopScan.curvature_pos_iff
#print axioms CoaxialLoopScan.scan_strengthens_iff
```

```
'CoaxialLoopScan.pairField_neg' depends on axioms: [propext, Classical.choice, Quot.sound]
'CoaxialLoopScan.curvature_pos_iff' depends on axioms: [propext, Classical.choice, Quot.sound]
'CoaxialLoopScan.scan_strengthens_iff' depends on axioms: [propext, Classical.choice, Quot.sound]
```
